# A strong enough quadratic particle-number penalty selects any chosen sector among finitely many

Give each particle number m = 0, …, M an arbitrary real energy E(m), and choose a target n ≤ M. The theorem says that there is a strength c₀ such that, for every c ≥ c₀, the penalised energy E(m) + c(m − n)² is strictly lower at m = n than at any other m in this range. The energies are simply given numbers, one for each sector; no Hamiltonian enters. The proof takes c₀ to be 1 plus the sum of the absolute values of the thresholds (E(n) − E(m))/(m − n)², and uses an earlier lemma by which c need only exceed each threshold with m ≠ n.

In Lean, a first try:

```lean
import Mathlib

open Finset

namespace PenaltySelectsEverySector

noncomputable section

/-- The energy of the sector with `m` particles, with a quadratic penalty of strength `c`
for deviating from the target particle number `n`. -/
def penaltyEnergy (E : ℕ → ℝ) (c : ℝ) (n m : ℕ) : ℝ := E m + c * ((m : ℝ) - n) ^ 2

/-- Sector `n` has a strictly lower value of `F` than every other sector among `0, ..., M`. -/
def IsUniqueMinimizer (M : ℕ) (F : ℕ → ℝ) (n : ℕ) : Prop :=
  n ≤ M ∧ ∀ m ≤ M, m ≠ n → F n < F m

/-- The quadratic penalty makes sector `n ≤ M` the unique minimizer among the sectors `0, ..., M`
exactly when its strength exceeds `(E n - E m) / (m - n) ^ 2` for every other sector `m ≤ M`. -/
theorem isUniqueMinimizer_penaltyEnergy_iff {M n : ℕ} (hn : n ≤ M) (E : ℕ → ℝ) (c : ℝ) :
    IsUniqueMinimizer M (penaltyEnergy E c n) n ↔
      ∀ m ≤ M, m ≠ n → (E n - E m) / ((m : ℝ) - n) ^ 2 < c := by
  have key : ∀ m : ℕ, m ≠ n → (penaltyEnergy E c n n < penaltyEnergy E c n m ↔
      (E n - E m) / ((m : ℝ) - n) ^ 2 < c) := by
    intro m hne
    have h0 : (m : ℝ) - n ≠ 0 := sub_ne_zero.2 (by exact_mod_cast hne)
    have hpos : 0 < ((m : ℝ) - n) ^ 2 :=
      lt_of_le_of_ne (sq_nonneg _) (pow_ne_zero 2 h0).symm
    rw [div_lt_iff₀ hpos]
    simp only [penaltyEnergy]
    constructor <;> intro h <;> linarith
  exact ⟨fun h m hm hne => (key m hne).1 (h.2 m hm hne),
    fun h => ⟨hn, fun m hm hne => (key m hne).2 (h m hm hne)⟩⟩

/-- For arbitrary sector energies, every sufficiently strong quadratic penalty makes the target
sector `n ≤ M` the unique minimizer among the sectors `0, ..., M`. -/
theorem penalty_selects_every_sector {M n : ℕ} (hn : n ≤ M) (E : ℕ → ℝ) :
    ∃ c₀ : ℝ, ∀ c ≥ c₀, IsUniqueMinimizer M (penaltyEnergy E c n) n := by
  refine ⟨1 + ∑ m ∈ range (M + 1), |(E n - E m) / ((m : ℝ) - n) ^ 2|, fun c hc => ?_⟩
  refine (isUniqueMinimizer_penaltyEnergy_iff hn E c).2 fun m hm _ => ?_
  -- each threshold is bounded by the sum of all their absolute values
  have h1 := Finset.single_le_sum
    (f := fun m : ℕ => |(E n - E m) / ((m : ℝ) - n) ^ 2|)
    (fun i _ => abs_nonneg _) (mem_range.2 (Nat.lt_succ_of_le hm))
  have h2 := le_abs_self ((E n - E m) / ((m : ℝ) - n) ^ 2)
  dsimp only at h1
  linarith

end

end PenaltySelectsEverySector
```

Compiling this gives:

```
Main.lean:45:2: error: `dsimp` made no progress
```

The message "`dsimp` made no progress" means that `dsimp only at h1` found nothing to simplify in `h1`, and Lean treats that as an error.

The hypothesis `h1` comes from `Finset.single_le_sum`, with the function `f` given explicitly as a `fun`. The `dsimp only` step would have been useful if `h1` still contained that `fun` applied to `m`, since it would have replaced the application by its value. But Lean had already done this when it worked out the type of `h1`, which therefore said directly that the absolute value of the threshold at `m` is at most the sum.

The repair deletes the `dsimp only` line and leaves a blank one in its place. Nothing else has to change, because `linarith` can use `h1` as it stands: the threshold is at most its absolute value (`h2`), which is at most the sum (`h1`), and `c` is at least 1 plus the sum (`hc`), so the threshold is strictly less than `c`.

The repair, with which the file compiles:

```diff
@@ -43,5 +43,5 @@
     (fun i _ => abs_nonneg _) (mem_range.2 (Nat.lt_succ_of_le hm))
   have h2 := le_abs_self ((E n - E m) / ((m : ℝ) - n) ^ 2)
-  dsimp only at h1
+
   linarith
 
```
